# For k orthonormal orbitals, k selected density-matrix columns span the occupied space exactly when the orbital coefficients on the selected rows form an invertible matrix

A selection of \(k\) basis functions is modelled here as a function \(J\) from orbital labels to basis-function labels, not as a subset. The orbital labels thus also number the selected rows, so the coefficients on those rows form a square matrix with a determinant. A function may pick the same row twice, but the matrix then has two equal rows and is singular, so requiring invertibility excludes repeats.

In the code, `n` is the type of basis-function labels and `k` the type of orbital labels; in the prose \(k\) is also the number of orbitals. Only `k` is assumed finite at first.

In Lean 4 with Mathlib:

```lean
import Mathlib

open Matrix
open scoped ComplexOrder

namespace SelectedDensityColumns

variable {n k : Type*} [Fintype k]
```

## The density matrix and its selected parts

Let \(C\) be the complex matrix whose column \(l\) holds the coefficients of orbital \(l\). The density matrix is

\[
P = C C^{\mathsf H}, \qquad P_{ij} = \sum_l C_{il}\,\overline{C_{jl}} .
\]

There is no spin factor of two. The basis is taken to be orthonormal, so orthonormal orbitals satisfy \(C^{\mathsf H}C = 1\), and \(P\) is then the projector onto the occupied space. That condition is not part of the definition; it appears as the hypothesis `hC` in the theorems that use it.

```lean
/-- The density matrix `P = C Cᴴ` of the orbitals stored in the columns of `C`. -/
def densityMatrix (C : Matrix n k ℂ) : Matrix n n ℂ := C * Cᴴ
```

The coefficients on the selected rows form \(C_J\), with entries \((C_J)_{il} = C_{J(i)\,l}\).

```lean
/-- The square matrix `C_J` of orbital coefficients on the selected rows `J`. -/
def orbitalRows (C : Matrix n k ℂ) (J : k → n) : Matrix k k ℂ := C.submatrix J id
```

The selected columns \(P_{(\mathrm{all},J)}\) have entries \(P_{i\,J(j)}\). They are literal columns of \(P\), with no reference to the orbitals beyond \(P\) itself.

```lean
/-- The selected columns `P_(all,J)` of the density matrix. -/
def selectedColumns (C : Matrix n k ℂ) (J : k → n) : Matrix n k ℂ :=
  (densityMatrix C).submatrix id J
```

The selected block \(P_{JJ}\) has entries \(P_{J(i)\,J(j)}\).

```lean
/-- The block `P_JJ` of the density matrix on the selected rows and columns. -/
def selectedBlock (C : Matrix n k ℂ) (J : k → n) : Matrix k k ℂ :=
  (densityMatrix C).submatrix J J
```

## Both parts factor through the selected rows

Writing out one entry of the selected columns gives

\[
P_{i\,J(j)} = \sum_l C_{il}\,\overline{C_{J(j)\,l}} = (C\,C_J^{\mathsf H})_{ij},
\]

so \(P_{(\mathrm{all},J)} = C\,C_J^{\mathsf H}\). The proof is this comparison of entries.

```lean
/-- The selected density-matrix columns are combinations of the orbitals:
`P_(all,J) = C C_Jᴴ`. -/
theorem selectedColumns_eq (C : Matrix n k ℂ) (J : k → n) :
    selectedColumns C J = C * (orbitalRows C J)ᴴ := by
  ext i j
  simp [selectedColumns, densityMatrix, orbitalRows, Matrix.mul_apply]
```

Restricting the row index as well gives \(P_{JJ} = C_J C_J^{\mathsf H}\).

```lean
/-- The selected block factorises as `P_JJ = C_J C_Jᴴ`. -/
theorem selectedBlock_eq (C : Matrix n k ℂ) (J : k → n) :
    selectedBlock C J = orbitalRows C J * (orbitalRows C J)ᴴ := by
  ext i j
  simp [selectedBlock, densityMatrix, orbitalRows, Matrix.mul_apply]
```

## Positive definiteness tests the selection

If \(P_{JJ}\) is positive definite, its determinant is positive. Since \(\det P_{JJ} = \det C_J \,\det C_J^{\mathsf H}\), the factor \(\det C_J\) is nonzero.

Conversely, let \(C_J\) be invertible. The block is Hermitian, and for \(x \neq 0\)

\[
x^{\mathsf H} P_{JJ}\, x = (C_J^{\mathsf H}x)^{\mathsf H}(C_J^{\mathsf H}x) = \lVert C_J^{\mathsf H} x\rVert^2 \ge 0 .
\]

Equality would force \(C_J^{\mathsf H}x = 0\), hence \(x = 0\), because \(C_J^{\mathsf H}\) is invertible too. In the code `hq` is the displayed identity, and invertibility is written `IsUnit (orbitalRows C J).det`. `PosDef` means Hermitian with a strictly positive quadratic form.

```lean
variable [DecidableEq k]

/-- The block `P_JJ` is positive definite exactly when `C_J` is invertible. -/
theorem selectedBlock_posDef_iff (C : Matrix n k ℂ) (J : k → n) :
    (selectedBlock C J).PosDef ↔ IsUnit (orbitalRows C J).det := by
  rw [selectedBlock_eq]
  constructor
  · intro h
    have hd := h.det_pos.ne'
    rw [Matrix.det_mul] at hd
    exact isUnit_iff_ne_zero.mpr (left_ne_zero_of_mul hd)
  · intro h
    have hA : ((orbitalRows C J)ᴴ).det ≠ 0 := by
      rw [Matrix.det_conjTranspose]
      exact h.star.ne_zero
    refine Matrix.posDef_iff_dotProduct_mulVec.mpr
      ⟨Matrix.isHermitian_mul_conjTranspose_self _, fun x hx => ?_⟩
    -- the quadratic form is the squared length of `C_Jᴴ x`
    have hq : star x ⬝ᵥ ((orbitalRows C J * (orbitalRows C J)ᴴ) *ᵥ x)
        = star ((orbitalRows C J)ᴴ *ᵥ x) ⬝ᵥ ((orbitalRows C J)ᴴ *ᵥ x) := by
      rw [Matrix.star_mulVec, Matrix.conjTranspose_conjTranspose,
        ← Matrix.dotProduct_mulVec, Matrix.mulVec_mulVec]
    rw [hq]
    refine lt_of_le_of_ne (dotProduct_star_self_nonneg _) (fun h0 => hx ?_)
    exact Matrix.eq_zero_of_mulVec_eq_zero hA (dotProduct_star_self_eq_zero.mp h0.symm)
```

## The selected columns rebuild the density matrix

The selected rows of \(P\) factor in the same way, \(P_{(J,\mathrm{all})} = C_J C^{\mathsf H}\). With \(C_J\) invertible, \(P_{JJ}^{-1} = (C_J^{\mathsf H})^{-1} C_J^{-1}\), and therefore

\[
P_{(\mathrm{all},J)}\,P_{JJ}^{-1}\,P_{(J,\mathrm{all})}
= C\,\bigl[C_J^{\mathsf H}(C_J^{\mathsf H})^{-1}\bigr]\bigl[C_J^{-1}C_J\bigr]\,C^{\mathsf H}
= C C^{\mathsf H} = P .
\]

Orthonormality plays no part, so the theorem does not assume it. The `calc` block does the regrouping and then cancels the two brackets.

```lean
/-- If `C_J` is invertible, then `P_JJ` is positive definite and the selected columns
rebuild the whole density matrix: `P_(all,J) P_JJ⁻¹ P_(J,all) = P`. -/
theorem density_from_selected_columns (C : Matrix n k ℂ) (J : k → n)
    (h : IsUnit (orbitalRows C J).det) :
    (selectedBlock C J).PosDef ∧
      selectedColumns C J * (selectedBlock C J)⁻¹ * (densityMatrix C).submatrix J id
        = densityMatrix C := by
  refine ⟨(selectedBlock_posDef_iff C J).mpr h, ?_⟩
  have hA : IsUnit ((orbitalRows C J)ᴴ).det := by
    rw [Matrix.det_conjTranspose]
    exact h.star
  have hrows : (densityMatrix C).submatrix J id = orbitalRows C J * Cᴴ := by
    ext i j
    simp [densityMatrix, orbitalRows, Matrix.mul_apply]
  rw [hrows, selectedColumns_eq, selectedBlock_eq, Matrix.mul_inv_rev]
  -- regroup so that `C_J` and its adjoint meet their inverses
  calc C * (orbitalRows C J)ᴴ * (((orbitalRows C J)ᴴ)⁻¹ * (orbitalRows C J)⁻¹)
        * (orbitalRows C J * Cᴴ)
      = C * ((orbitalRows C J)ᴴ * ((orbitalRows C J)ᴴ)⁻¹)
        * ((orbitalRows C J)⁻¹ * orbitalRows C J) * Cᴴ := by
        simp only [Matrix.mul_assoc]
    _ = densityMatrix C := by
        rw [Matrix.mul_nonsing_inv _ hA, Matrix.nonsing_inv_mul _ h,
          Matrix.mul_one, Matrix.mul_one, densityMatrix]
```

For a numerical instance, take three basis functions and two orthonormal orbitals:

\[
C = \frac13\begin{pmatrix}1&2\\2&1\\2&-2\end{pmatrix},\qquad
P = \frac19\begin{pmatrix}5&4&-2\\4&5&2\\-2&2&8\end{pmatrix}.
\]

Select the first two rows. Then \(\det C_J = -\tfrac13\), and

\[
P_{JJ} = \frac19\begin{pmatrix}5&4\\4&5\end{pmatrix},\qquad
P_{JJ}^{-1} = \begin{pmatrix}5&-4\\-4&5\end{pmatrix}.
\]

The only entry of \(P\) lying in neither a selected row nor a selected column is the last diagonal one. The formula returns it correctly:

\[
\frac1{81}\begin{pmatrix}-2&2\end{pmatrix}\begin{pmatrix}5&-4\\-4&5\end{pmatrix}\begin{pmatrix}-2\\2\end{pmatrix} = \frac{72}{81} = \frac89 .
\]

Without invertibility of \(C_J\) the reconstruction can fail completely. Take one orbital \(C = (1,0)^{\mathsf T}\) and select the second row. The selected column of \(P\) is zero, so the product is zero whatever stands in the middle, while \(P\) is not.

## Spanning the occupied space

The occupied space is the set of all vectors \(Cv\), written `LinearMap.range C.mulVecLin`. From here on `n` is finite as well, and the orbitals are orthonormal.

Suppose the selected columns span the occupied space. For every \(v\) there is then a \(w\) with \(C\,C_J^{\mathsf H} w = C v\). Multiplying by \(C^{\mathsf H}\) gives \(C_J^{\mathsf H} w = v\). The square matrix \(C_J^{\mathsf H}\) is thus surjective, hence invertible, and so is \(C_J\).

Suppose instead that \(C_J\) is invertible. Every combination of selected columns is \(C(C_J^{\mathsf H}w)\), which is occupied. Every occupied vector is a combination of selected columns, since

\[
Cv = P_{(\mathrm{all},J)}\,(C_J^{\mathsf H})^{-1}v .
\]

These two inclusions are the two branches after `le_antisymm`.

The first direction uses orthonormality only to cancel \(C\), for which linearly independent orbitals would suffice; without linear independence it can fail. With one basis function and \(C = (0)\), the selected column and the orbital both span the zero space, yet \(C_J = (0)\) is singular.

```lean
variable [Fintype n]

/-- For orthonormal orbitals, the selected density-matrix columns span the occupied space
exactly when `C_J` is invertible. -/
theorem selectedColumns_span_iff (C : Matrix n k ℂ) (J : k → n) (hC : Cᴴ * C = 1) :
    LinearMap.range (selectedColumns C J).mulVecLin = LinearMap.range C.mulVecLin
      ↔ IsUnit (orbitalRows C J).det := by
  constructor
  · intro h
    -- projecting on the orbitals shows that `C_Jᴴ` reaches every vector
    have hs : Function.Surjective ((orbitalRows C J)ᴴ).mulVec := by
      intro v
      have hv : C *ᵥ v ∈ LinearMap.range (selectedColumns C J).mulVecLin := by
        rw [h]
        exact ⟨v, rfl⟩
      obtain ⟨w, hw⟩ := hv
      refine ⟨w, ?_⟩
      have h2 := congrArg (fun u => Cᴴ *ᵥ u) hw
      simp only [Matrix.mulVecLin_apply, selectedColumns_eq, Matrix.mulVec_mulVec,
        ← Matrix.mul_assoc, hC, Matrix.one_mul, Matrix.one_mulVec] at h2
      exact h2
    have hu := ((Matrix.isUnit_iff_isUnit_det _).mp
      (Matrix.mulVec_surjective_iff_isUnit.mp hs)).star
    rwa [Matrix.det_conjTranspose, star_star] at hu
  · intro h
    have hA : IsUnit ((orbitalRows C J)ᴴ).det := by
      rw [Matrix.det_conjTranspose]
      exact h.star
    apply le_antisymm
    · rintro _ ⟨w, rfl⟩
      refine ⟨(orbitalRows C J)ᴴ *ᵥ w, ?_⟩
      simp only [Matrix.mulVecLin_apply, selectedColumns_eq, Matrix.mulVec_mulVec]
    · rintro _ ⟨v, rfl⟩
      refine ⟨((orbitalRows C J)ᴴ)⁻¹ *ᵥ v, ?_⟩
      rw [Matrix.mulVecLin_apply, Matrix.mulVecLin_apply, selectedColumns_eq,
        Matrix.mulVec_mulVec, Matrix.mul_assoc, Matrix.mul_nonsing_inv _ hA, Matrix.mul_one]
```

## A valid selection always exists

Row \(i\) of \(C^{\mathsf H}C\) is the combination \(\sum_j \overline{C_{ji}}\,(\text{row } j \text{ of } C)\). The determinant is linear in each row, so expanding all rows at once gives a sum over every function \(J\) from orbital labels to basis-function labels:

\[
1 = \det(C^{\mathsf H}C) = \sum_J \Bigl(\prod_i \overline{C_{J(i)\,i}}\Bigr)\det C_J .
\]

If every \(\det C_J\) vanished, the right-hand side would be zero. Some selection therefore has \(C_J\) invertible. In the code `map_sum` performs the expansion and `map_smul_univ` pulls out the scalar factors.

The theorem states existence only. It gives neither a procedure for finding \(J\) nor a bound on how close to singular \(C_J\) may be, and the latter matters in floating-point work.

```lean
/-- Orthonormal orbitals always admit a selection `J` of rows with `C_J` invertible. -/
theorem exists_selection (C : Matrix n k ℂ) (hC : Cᴴ * C = 1) :
    ∃ J : k → n, IsUnit (orbitalRows C J).det := by
  by_contra hno
  have hz : ∀ J : k → n, (orbitalRows C J).det = 0 := fun J =>
    by_contra fun h => hno ⟨J, isUnit_iff_ne_zero.mpr h⟩
  have hrow : Cᴴ * C = Matrix.of (fun i => ∑ j, Cᴴ i j • (fun l => C j l)) := by
    ext i l
    simp [Matrix.mul_apply, Finset.sum_apply]
  -- expand the determinant of the overlap matrix over all selections of rows
  have hdet : (Cᴴ * C).det = 0 := by
    rw [hrow]
    let D := (Matrix.detRowAlternating (n := k) (R := ℂ)).toMultilinearMap
    change D (fun i => ∑ j, Cᴴ i j • (fun l => C j l)) = 0
    refine (MultilinearMap.map_sum D
      (fun (i : k) (j : n) => Cᴴ i j • (fun l => C j l))).trans
      (Finset.sum_eq_zero fun J _ => ?_)
    refine (MultilinearMap.map_smul_univ D (fun i => Cᴴ i (J i))
      (fun i l => C (J i) l)).trans ?_
    have hJ : D (fun i l => C (J i) l) = 0 := hz J
    rw [hJ, smul_zero]
  rw [hC, Matrix.det_one] at hdet
  exact one_ne_zero hdet
```

## Orthonormal orbitals from the selected columns

The selected columns are in general not orthonormal. For orthonormal \(C\), their overlap matrix is the selected block:

\[
P_{(\mathrm{all},J)}^{\mathsf H}P_{(\mathrm{all},J)} = C_J\,C^{\mathsf H}C\,C_J^{\mathsf H} = P_{JJ} .
\]

Let \(X\) be any \(k\times k\) matrix with \(X^{\mathsf H}P_{JJ}X = 1\), and set \(U = C_J^{\mathsf H}X\). Then \(U^{\mathsf H}U = X^{\mathsf H}C_JC_J^{\mathsf H}X = 1\), and since \(U\) is square, \(UU^{\mathsf H} = 1\) as well. The new orbitals are \(P_{(\mathrm{all},J)}X = CU\), a unitary rotation of the old ones, so

\[
(CU)^{\mathsf H}(CU) = U^{\mathsf H}U = 1,\qquad (CU)(CU)^{\mathsf H} = C\,UU^{\mathsf H}C^{\mathsf H} = P .
\]

The two unitarity relations are `hUU` and `hUU'`.

```lean
/-- For orthonormal orbitals, any `X` with `Xᴴ P_JJ X = 1` turns the selected columns into
orthonormal orbitals `P_(all,J) X` with the same density matrix. -/
theorem orthonormalised_columns (C : Matrix n k ℂ) (J : k → n) (hC : Cᴴ * C = 1)
    (X : Matrix k k ℂ) (hX : Xᴴ * selectedBlock C J * X = 1) :
    (selectedColumns C J * X)ᴴ * (selectedColumns C J * X) = 1 ∧
      densityMatrix (selectedColumns C J * X) = densityMatrix C := by
  -- the new orbitals are `C U` with `U = C_Jᴴ X` unitary
  obtain ⟨U, hU⟩ : ∃ U, U = (orbitalRows C J)ᴴ * X := ⟨_, rfl⟩
  have hUU : Uᴴ * U = 1 := by
    rw [← hX, selectedBlock_eq, hU, Matrix.conjTranspose_mul,
      Matrix.conjTranspose_conjTranspose]
    simp only [Matrix.mul_assoc]
  have hUU' : U * Uᴴ = 1 := mul_eq_one_comm.mp hUU
  rw [selectedColumns_eq, Matrix.mul_assoc, ← hU]
  constructor
  · rw [Matrix.conjTranspose_mul, Matrix.mul_assoc, ← Matrix.mul_assoc Cᴴ, hC,
      Matrix.one_mul, hUU]
  · rw [densityMatrix, densityMatrix, Matrix.conjTranspose_mul, Matrix.mul_assoc,
      ← Matrix.mul_assoc U, hUU', Matrix.one_mul]
```

In the numerical instance, the Löwdin choice \(X = P_{JJ}^{-1/2}\) gives

\[
X = \begin{pmatrix}2&-1\\-1&2\end{pmatrix},\qquad
P_{(\mathrm{all},J)}X = \frac13\begin{pmatrix}2&1\\1&2\\-2&2\end{pmatrix},
\]

whose columns are again orthonormal.

The condition on \(X\) can be met whenever \(C_J\) is invertible. With \(X = (C_J^{\mathsf H})^{-1}\), whose adjoint is \(C_J^{-1}\),

\[
X^{\mathsf H}P_{JJ}X = C_J^{-1}\,C_J C_J^{\mathsf H}\,(C_J^{\mathsf H})^{-1} = 1 .
\]

This \(X\) merely returns the original orbitals, since \(C\,C_J^{\mathsf H}(C_J^{\mathsf H})^{-1} = C\). It shows that the condition is satisfiable, not that it is a useful choice for localisation.

```lean
omit [Fintype n] in
/-- When `C_J` is invertible, the matrix `X = (C_Jᴴ)⁻¹` satisfies `Xᴴ P_JJ X = 1`. -/
theorem orthonormalised_columns_witness (C : Matrix n k ℂ) (J : k → n)
    (h : IsUnit (orbitalRows C J).det) :
    (((orbitalRows C J)ᴴ)⁻¹)ᴴ * selectedBlock C J * ((orbitalRows C J)ᴴ)⁻¹ = 1 := by
  have hA : IsUnit ((orbitalRows C J)ᴴ).det := by
    rw [Matrix.det_conjTranspose]
    exact h.star
  rw [selectedBlock_eq, Matrix.conjTranspose_nonsing_inv,
    Matrix.conjTranspose_conjTranspose, ← Matrix.mul_assoc,
    Matrix.nonsing_inv_mul _ h, Matrix.one_mul, Matrix.mul_nonsing_inv _ hA]

end SelectedDensityColumns
```

This is part of the linear algebra behind the selected-columns-of-the-density-matrix (SCDM) method for localised orbitals, for the occupied orbitals of a single determinant in a finite orthonormal basis. Whether the resulting orbitals are localised in space depends on how localised the basis functions are, on how fast \(P_{ij}\) decays with the distance between functions \(i\) and \(j\), and also on the selection \(J\) and the orthonormalising matrix \(X\). The theorems say nothing about localisation.

```lean
#print axioms SelectedDensityColumns.density_from_selected_columns
-- 'SelectedDensityColumns.density_from_selected_columns' depends on axioms: [propext, Classical.choice, Quot.sound]
#print axioms SelectedDensityColumns.selectedColumns_span_iff
-- 'SelectedDensityColumns.selectedColumns_span_iff' depends on axioms: [propext, Classical.choice, Quot.sound]
#print axioms SelectedDensityColumns.exists_selection
-- 'SelectedDensityColumns.exists_selection' depends on axioms: [propext, Classical.choice, Quot.sound]
#print axioms SelectedDensityColumns.orthonormalised_columns
-- 'SelectedDensityColumns.orthonormalised_columns' depends on axioms: [propext, Classical.choice, Quot.sound]
```
